# Zero diagonal Lanczos coefficients from a chiral symmetry that fixes the starting vector

A recursion calculation of the local density of states on a bipartite lattice starts Lanczos from a single site. If the Hamiltonian contains only hopping between the two sublattices, the code can set every diagonal coefficient \(a_j\) to zero. It then skips one inner product and one vector update per step, and stores only the couplings \(b_j\).

This rests on the following statement. Let \(A\) and \(S\) be square matrices, real or complex, with \(S\) Hermitian and \(SA=-AS\). Let \(q_0,\dots,q_m\) obey the Lanczos recurrence
\[
b_j q_{j+1}=Aq_j-a_jq_j-b_{j-1}q_{j-1},\qquad a_j=\langle q_j,Aq_j\rangle,
\]
for \(0\le j<m\), with every \(b_j\neq0\) and no last term at \(j=0\). Here \(\langle x,y\rangle=\sum_i\overline{x_i}\,y_i\). If \(Sq_0=q_0\), then
\[
Sq_j=(-1)^jq_j,\qquad a_j=0\qquad(0\le j\le m),
\]
and \(\langle q_0,A^{2k+1}q_0\rangle=0\) for every \(k\ge0\).

## Bipartite hopping models and a check on the input

In a finite, non-interacting tight-binding model, \(S\) is the sublattice sign: \(+1\) on one sublattice and \(-1\) on the other. The condition \(SA=-AS\) says that \(A\) has no on-site energies and no hopping within a sublattice. The condition \(Sq_0=q_0\) says that the starting vector lives on the \(+1\) sublattice. For a start on the other sublattice, replace \(S\) by \(-S\); the \(a_j\) vanish again.

The result also gives a check. If a code computes the \(a_j\) anyway and finds one that is nonzero beyond rounding error, then some hypothesis has failed: there may be a stray on-site term, a same-sublattice hop, or a starting vector with weight on both sublattices. The last case matters even for a correct Hamiltonian. On a dimer with unit hopping, the start \((1,1)/\sqrt2\) gives \(a_0=1\).

## Each application of \(A\) flips the chirality

**Zero expectation values.** A nonzero vector \(x\) has definite chirality \(s\) if \(Sx=sx\) with \(s=\pm1\). Suppose \(SB=-BS\) and \(Sx=sx\) with such a sign \(s\). Since \(S\) is Hermitian, it can act to the left or to the right:
\[
s\langle x,Bx\rangle=\langle Sx,Bx\rangle=\langle x,SBx\rangle=-\langle x,BSx\rangle=-s\langle x,Bx\rangle .
\]
Hence \(2s\langle x,Bx\rangle=0\), and so \(\langle x,Bx\rangle=0\).

**The first step.** With \(B=A\) and \(x=q_0\) this gives \(a_0=0\), so \(b_0q_1=Aq_0\). Then
\[
b_0Sq_1=SAq_0=-ASq_0=-Aq_0=-b_0q_1,
\]
and division by \(b_0\) gives \(Sq_1=-q_1\).

**Later steps.** Assume the sign rule for \(q_j\) and \(q_{j+1}\). Then \(a_{j+1}=0\), and the recurrence reads \(b_{j+1}q_{j+2}=Aq_{j+1}-b_jq_j\). Applying \(S\),
\[
\begin{aligned}
b_{j+1}Sq_{j+2}&=-ASq_{j+1}-b_jSq_j\\
&=-(-1)^{j+1}Aq_{j+1}-(-1)^jb_jq_j\\
&=(-1)^j\,(Aq_{j+1}-b_jq_j)=(-1)^{j+2}\,b_{j+1}q_{j+2}.
\end{aligned}
\]
Division by \(b_{j+1}\) gives the rule for \(q_{j+2}\). With the sign of every \(q_j\) known, the first argument gives \(a_j=0\) up to and including \(j=m\).

**Odd moments.** If \(SP=-PS\), then
\[
SPA^2=-PSA^2=PASA=-PA^2S .
\]
Starting from \(P=A\), every odd power of \(A\) anticommutes with \(S\), and the first argument applies with \(B=A^{2k+1}\) and \(x=q_0\).

**Paired eigenvalues.** Suppose also that \(S^2=1\), and let \(Ax=Ex\) with \(x\ne0\). Then \(A(Sx)=-SAx=-E\,Sx\), and \(Sx\neq0\) because \(S(Sx)=x\).

**From zero diagonal to symmetry.** Let the columns of a square matrix \(Q\) be orthonormal, and let \(T=Q^\dagger AQ\) have nonzero entries only next to the diagonal. Number rows and columns from 0, and put \(D=\mathrm{diag}(1,-1,1,\dots)\). Then \((DT)_{ij}=(-1)^iT_{ij}\) and \((TD)_{ij}=(-1)^jT_{ij}\). Wherever \(T_{ij}\ne0\), the indices differ by one, so \(DT=-TD\). For \(S=QDQ^\dagger\) this gives
\[
SA=QDTQ^\dagger=-QTDQ^\dagger=-AS .
\]
Moreover \(S^\dagger=S\), \(S^2=QD^2Q^\dagger=1\) and \(SQ=QD\).

## The Lean file

```lean
import Mathlib

open Matrix

namespace ChiralLanczos

variable {𝕜 : Type*} [RCLike 𝕜] {n : Type*} [Fintype n]

/-- The expectation value `⟨x, A x⟩`, for real or complex vectors. -/
def expect (A : Matrix n n 𝕜) (x : n → 𝕜) : 𝕜 := star x ⬝ᵥ (A *ᵥ x)

/-- The vectors `q 0, ..., q m` obey the Lanczos three-term recurrence for `A`, with diagonal
coefficients `⟨q j, A q j⟩` and nonzero couplings `b j` between `q j` and `q (j + 1)`. -/
structure IsLanczosRun (A : Matrix n n 𝕜) (q : ℕ → n → 𝕜) (b : ℕ → 𝕜) (m : ℕ) : Prop where
  coupling : ∀ j, j < m → b j ≠ 0
  first : 0 < m → b 0 • q 1 = A *ᵥ q 0 - expect A (q 0) • q 0
  step : ∀ j, j + 1 < m →
    b (j + 1) • q (j + 2) = A *ᵥ q (j + 1) - expect A (q (j + 1)) • q (j + 1) - b j • q j

/-- If `S` anticommutes with `A`, moving `S` past `A` in front of a vector costs a sign. -/
theorem mulVec_anticomm {A S : Matrix n n 𝕜} (hSA : S * A = -(A * S)) (x : n → 𝕜) :
    S *ᵥ (A *ᵥ x) = -(A *ᵥ (S *ᵥ x)) := by
  rw [Matrix.mulVec_mulVec, hSA, Matrix.neg_mulVec, Matrix.mulVec_mulVec]

/-- An operator that anticommutes with a Hermitian `S` has zero expectation value in every
vector `x` with `S x = (-1)^j x`. -/
theorem expect_eq_zero {B S : Matrix n n 𝕜} (hS : S.IsHermitian) (hSB : S * B = -(B * S))
    {x : n → 𝕜} {j : ℕ} (hx : S *ᵥ x = (-1 : 𝕜) ^ j • x) : expect B x = 0 := by
  -- let `S` act to the left
  have hl : star x ᵥ* S = (-1 : 𝕜) ^ j • star x := by
    have h := congrArg star hx
    rw [Matrix.star_mulVec, hS.eq, star_smul] at h
    simpa using h
  -- compare with `S` acting to the right
  have h : (-1 : 𝕜) ^ j * expect B x = -((-1 : 𝕜) ^ j * expect B x) := by
    unfold expect
    calc (-1 : 𝕜) ^ j * (star x ⬝ᵥ (B *ᵥ x)) = (star x ᵥ* S) ⬝ᵥ (B *ᵥ x) := by
          rw [hl, smul_dotProduct, smul_eq_mul]
      _ = star x ⬝ᵥ (S *ᵥ (B *ᵥ x)) := (Matrix.dotProduct_mulVec _ _ _).symm
      _ = -((-1 : 𝕜) ^ j * (star x ⬝ᵥ (B *ᵥ x))) := by
          rw [mulVec_anticomm hSB, hx, Matrix.mulVec_smul, dotProduct_neg, dotProduct_smul,
            smul_eq_mul]
  have h2 : (2 : 𝕜) * ((-1 : 𝕜) ^ j * expect B x) = 0 := by linear_combination h
  exact (mul_eq_zero.mp ((mul_eq_zero.mp h2).resolve_left two_ne_zero)).resolve_left
    (pow_ne_zero _ (neg_ne_zero.mpr one_ne_zero))

/-- If `S` anticommutes with `A`, it anticommutes with every odd power of `A`. -/
theorem odd_pow_anticomm [DecidableEq n] {A S : Matrix n n 𝕜} (hSA : S * A = -(A * S)) (k : ℕ) :
    S * A ^ (2 * k + 1) = -(A ^ (2 * k + 1) * S) := by
  -- two further factors of `A` give two signs, which cancel
  have key : ∀ P : Matrix n n 𝕜, S * P = -(P * S) →
      S * (P * (A * A)) = -(P * (A * A) * S) := by
    intro P hP
    linear_combination (norm := noncomm_ring) hP * (A * A) - P * hSA * A + P * A * hSA
  induction k with
  | zero => simpa using hSA
  | succ k ih =>
    have e : A ^ (2 * (k + 1) + 1) = A ^ (2 * k + 1) * (A * A) := by
      rw [← pow_two, ← pow_add]
      congr 1
    rw [e]
    exact key _ ih

/-- Lanczos vectors alternate in chirality: if a Hermitian `S` anticommutes with `A` and fixes
the starting vector, then `S q_j = (-1)^j q_j` along the run. -/
theorem lanczos_chirality {A S : Matrix n n 𝕜} {q : ℕ → n → 𝕜} {b : ℕ → 𝕜} {m : ℕ}
    (hS : S.IsHermitian) (hSA : S * A = -(A * S)) (h0 : S *ᵥ q 0 = q 0)
    (run : IsLanczosRun A q b m) (j : ℕ) (hj : j ≤ m) :
    S *ᵥ q j = (-1 : 𝕜) ^ j • q j := by
  induction j using Nat.twoStepInduction with
  | zero => simpa using h0
  | one =>
    have ha : expect A (q 0) = 0 := expect_eq_zero (j := 0) hS hSA (by simpa using h0)
    have hr := run.first (by omega)
    rw [ha, zero_smul, sub_zero] at hr
    apply smul_right_injective (n → 𝕜) (run.coupling 0 (by omega))
    change b 0 • (S *ᵥ q 1) = b 0 • ((-1 : 𝕜) ^ 1 • q 1)
    rw [← Matrix.mulVec_smul, smul_comm (b 0), hr, mulVec_anticomm hSA, h0]
    module
  | more j ih0 ih1 =>
    have h0' := ih0 (by omega)
    have h1' := ih1 (by omega)
    -- the diagonal coefficient drops out of the recurrence
    have hr := run.step j (by omega)
    rw [expect_eq_zero hS hSA h1', zero_smul, sub_zero] at hr
    apply smul_right_injective (n → 𝕜) (run.coupling (j + 1) (by omega))
    change b (j + 1) • (S *ᵥ q (j + 2)) = b (j + 1) • ((-1 : 𝕜) ^ (j + 2) • q (j + 2))
    rw [← Matrix.mulVec_smul, smul_comm (b (j + 1)), hr, Matrix.mulVec_sub,
      Matrix.mulVec_smul, mulVec_anticomm hSA, h1', h0', Matrix.mulVec_smul]
    simp only [pow_succ]
    module

/-- Chiral symmetry in the Lanczos method: if a Hermitian `S` anticommutes with `A` and fixes
`q_0`, then `S q_j = (-1)^j q_j` and `⟨q_j, A q_j⟩ = 0` along the run, and all odd moments
`⟨q_0, A^(2k+1) q_0⟩` vanish. -/
theorem chiral_lanczos [DecidableEq n] {A S : Matrix n n 𝕜} {q : ℕ → n → 𝕜} {b : ℕ → 𝕜} {m : ℕ}
    (hS : S.IsHermitian) (hSA : S * A = -(A * S)) (h0 : S *ᵥ q 0 = q 0)
    (run : IsLanczosRun A q b m) :
    (∀ j ≤ m, S *ᵥ q j = (-1 : 𝕜) ^ j • q j ∧ expect A (q j) = 0) ∧
      ∀ k : ℕ, expect (A ^ (2 * k + 1)) (q 0) = 0 := by
  refine ⟨fun j hj => ?_, fun k => ?_⟩
  · have h := lanczos_chirality hS hSA h0 run j hj
    exact ⟨h, expect_eq_zero hS hSA h⟩
  · exact expect_eq_zero (j := 0) hS (odd_pow_anticomm hSA k) (by simpa using h0)

/-- If `S` squares to one and anticommutes with `A`, it maps an eigenvector of `A` with
eigenvalue `E` to an eigenvector with eigenvalue `-E`. -/
theorem chiral_partner [DecidableEq n] {A S : Matrix n n 𝕜} (hSS : S * S = 1)
    (hSA : S * A = -(A * S)) {x : n → 𝕜} {E : 𝕜} (hx : x ≠ 0) (hE : A *ᵥ x = E • x) :
    S *ᵥ x ≠ 0 ∧ A *ᵥ (S *ᵥ x) = (-E) • (S *ᵥ x) := by
  constructor
  · intro h
    apply hx
    rw [← Matrix.one_mulVec x, ← hSS, ← Matrix.mulVec_mulVec, h, Matrix.mulVec_zero]
  · have h := mulVec_anticomm hSA x
    rw [hE, Matrix.mulVec_smul] at h
    rw [neg_smul, h, neg_neg]

/-- The diagonal matrix with alternating signs `1, -1, 1, ...`. -/
def signs (𝕜 : Type*) [RCLike 𝕜] (N : ℕ) : Matrix (Fin N) (Fin N) 𝕜 :=
  Matrix.diagonal fun i => (-1 : 𝕜) ^ (i : ℕ)

/-- Converse: if the columns of `Q` are orthonormal and `A` only couples neighbouring columns,
then `S = Q D Qᴴ`, with `D` the alternating signs, is Hermitian, squares to one, anticommutes
with `A`, and multiplies the columns of `Q` by alternating signs. -/
theorem chiral_of_zero_diagonal {N : ℕ} {A Q : Matrix (Fin N) (Fin N) 𝕜} (hQ : Qᴴ * Q = 1)
    (hT : ∀ i j : Fin N, (Qᴴ * A * Q) i j ≠ 0 → (i : ℕ) + 1 = j ∨ (j : ℕ) + 1 = i) :
    (Q * signs 𝕜 N * Qᴴ).IsHermitian ∧
      (Q * signs 𝕜 N * Qᴴ) * (Q * signs 𝕜 N * Qᴴ) = 1 ∧
      (Q * signs 𝕜 N * Qᴴ) * A = -(A * (Q * signs 𝕜 N * Qᴴ)) ∧
      (Q * signs 𝕜 N * Qᴴ) * Q = Q * signs 𝕜 N := by
  have hQ' : Q * Qᴴ = 1 := mul_eq_one_comm.mp hQ
  have hDh : (signs 𝕜 N)ᴴ = signs 𝕜 N := by
    unfold signs
    rw [Matrix.diagonal_conjTranspose]
    congr 1
    ext i
    simp
  have hDD : signs 𝕜 N * signs 𝕜 N = 1 := by
    unfold signs
    rw [Matrix.diagonal_mul_diagonal, ← Matrix.diagonal_one]
    congr 1
    ext i
    rw [← mul_pow]
    simp
  -- hopping between neighbours flips the sign
  have hDT : signs 𝕜 N * (Qᴴ * A * Q) = -(Qᴴ * A * Q * signs 𝕜 N) := by
    ext i j
    rw [Matrix.neg_apply, signs, Matrix.diagonal_mul, Matrix.mul_diagonal]
    by_cases h : (Qᴴ * A * Q) i j = 0
    · rw [h]
      ring
    · rcases hT i j h with h' | h' <;> rw [← h', pow_succ] <;> ring
  have hS : (Q * signs 𝕜 N * Qᴴ) * Q = Q * signs 𝕜 N := by
    rw [mul_assoc, hQ, mul_one]
  refine ⟨?_, ?_, ?_, hS⟩
  · unfold Matrix.IsHermitian
    rw [Matrix.conjTranspose_mul, Matrix.conjTranspose_mul, Matrix.conjTranspose_conjTranspose,
      hDh, mul_assoc]
  · rw [← mul_assoc, ← mul_assoc, hS, mul_assoc Q, hDD, mul_one, hQ']
  · calc (Q * signs 𝕜 N * Qᴴ) * A = Q * (signs 𝕜 N * (Qᴴ * A * Q)) * Qᴴ := by
          simp only [mul_assoc, hQ', mul_one]
      _ = -((Q * Qᴴ) * A * (Q * signs 𝕜 N * Qᴴ)) := by
          rw [hDT]
          simp only [mul_neg, neg_mul, mul_assoc]
      _ = -(A * (Q * signs 𝕜 N * Qᴴ)) := by rw [hQ', one_mul]

/-- The hopping matrix of an open chain of three sites. -/
def chain : Matrix (Fin 3) (Fin 3) ℝ := !![0, 1, 0; 1, 0, 1; 0, 1, 0]

/-- The sublattice sign of the three-site chain. -/
def sublattice : Matrix (Fin 3) (Fin 3) ℝ := !![1, 0, 0; 0, -1, 0; 0, 0, 1]

/-- The vector localised on site `j` of the three-site chain (zero for `j > 2`). -/
def site (j : ℕ) : Fin 3 → ℝ := fun i => if (i : ℕ) = j then 1 else 0

/-- The three-site chain with its sublattice sign, started on the end site, meets the hypotheses
on `A`, `S` and the Lanczos run, with two steps and unit couplings. -/
theorem chiral_lanczos_witness :
    sublattice.IsHermitian ∧ sublattice * sublattice = 1 ∧
      sublattice * chain = -(chain * sublattice) ∧ sublattice *ᵥ site 0 = site 0 ∧
      IsLanczosRun chain site (fun _ => 1) 2 := by
  refine ⟨?_, ?_, ?_, ?_, ⟨fun _ _ => one_ne_zero, fun _ => ?_, fun j hj => ?_⟩⟩
  · ext i j
    fin_cases i <;> fin_cases j <;> simp [sublattice]
  · ext i j
    fin_cases i <;> fin_cases j <;> simp [sublattice, Matrix.mul_apply, Fin.sum_univ_three]
  · ext i j
    fin_cases i <;> fin_cases j <;>
      simp [sublattice, chain, Matrix.mul_apply, Fin.sum_univ_three]
  · ext i
    fin_cases i <;> simp [sublattice, site, Matrix.mulVec, dotProduct]
  · ext i
    fin_cases i <;>
      simp [expect, chain, site, Matrix.mulVec, dotProduct]
  · obtain rfl : j = 0 := by omega
    ext i
    fin_cases i <;>
      simp [expect, chain, site, Matrix.mulVec, dotProduct, Fin.sum_univ_three]

end ChiralLanczos
```

```lean
#print axioms ChiralLanczos.lanczos_chirality
#print axioms ChiralLanczos.chiral_lanczos
#print axioms ChiralLanczos.chiral_partner
#print axioms ChiralLanczos.chiral_of_zero_diagonal
```

```
'ChiralLanczos.lanczos_chirality' depends on axioms: [propext, Classical.choice, Quot.sound]
'ChiralLanczos.chiral_lanczos' depends on axioms: [propext, Classical.choice, Quot.sound]
'ChiralLanczos.chiral_partner' depends on axioms: [propext, Classical.choice, Quot.sound]
'ChiralLanczos.chiral_of_zero_diagonal' depends on axioms: [propext, Classical.choice, Quot.sound]
```

## Reading the Lean statement

The type `𝕜` with `RCLike 𝕜` stands for the real or the complex numbers, and the finite type `n` labels the basis states. `expect A x` is \(x^\dagger Ax\), which is the quantum expectation value when \(x\) has unit norm; for other vectors it lacks the division by \(\langle x,x\rangle\).

`IsLanczosRun A q b m` collects the recurrence. Its field `coupling` says that \(b_0,\dots,b_{m-1}\) are nonzero, `first` is the step from \(q_0\) to \(q_1\), and `step` gives \(q_{j+2}\) from \(q_{j+1}\) and \(q_j\). The sequence `q` is indexed by all natural numbers, but nothing is required of it beyond index \(m\). For \(m=0\) there is only the starting vector.

In `chiral_lanczos`, the hypotheses `hS`, `hSA` and `h0` are the Hermiticity of \(S\), the anticommutation and \(Sq_0=q_0\). The conclusion has the sign rule and \(a_j=0\) for all `j ≤ m`, and the odd moments for all `k`, however short the run. Real symmetric \(A\) and \(S\) with \(S^2=1\) are a special case.

## Two-step induction carries the proof

The recurrence has two earlier vectors on its right-hand side, so knowing the chirality of the last one is not enough. `lanczos_chirality` therefore uses `Nat.twoStepInduction`, which splits the claim into three cases. `zero` is the hypothesis on \(q_0\), `one` is the first Lanczos step, and `more` proves the claim for `j + 2` from `ih0` for `j` and `ih1` for `j + 1`. Both induction hypotheses carry the condition that the index is at most `m`, which `omega` supplies.

Inside `more`, the order is that of the derivation. `expect_eq_zero` removes the diagonal term. `smul_right_injective`, fed with the nonzero coupling, reduces the goal to an equation multiplied by \(b_{j+1}\), which is the division by \(b_{j+1}\) read backwards. The rewriting then inserts the recurrence and moves \(S\) past \(A\) with `mulVec_anticomm`, and `module` collects the signs.

`expect_eq_zero` is the left-right comparison, and `odd_pow_anticomm` adds two factors of \(A\) at a time. `chiral_lanczos` combines these results. `chiral_partner` proves the pairing, and `chiral_of_zero_diagonal` follows the computation with \(D\) and \(T\), checking \(DT=-TD\) entry by entry. `chiral_lanczos_witness` verifies the hypotheses for a three-site chain started at its end, where the Lanczos vectors are the sites themselves.

## Rounding, breakdown and complex couplings

The theorem concerns vectors that satisfy the recurrence exactly. It gives no bound on the \(a_j\) that a floating-point run produces. Orthogonality and normalisation of the \(q_j\) are not assumed, nor is Hermiticity of \(A\).

A run has to end before the first zero coupling. If \(b_j=0\), the recurrence no longer determines \(q_{j+1}\), and a code may restart there with a new vector. The diagonal stays zero if that vector has definite chirality, whereas a vector of mixed chirality can give nonzero \(a_j\).

The couplings enter the recurrence without complex conjugation. For a Hermitian \(A\) this matches the usual algorithm with real \(b_j\).

The converse needs a complete orthonormal basis. Zero diagonal coefficients in a run that stops early do not meet its hypotheses. In the pairing at \(E=0\), the vector \(Sx\) may be a multiple of \(x\), so a zero mode need not have a second, independent partner.
